# Exact revivals in a finite quantum system: populated energy gaps times $T$ must be multiples of $2\pi$

A code that looks for revivals by testing the whole spectrum will miss some. Take energies $0$, $1$ and $\sqrt2$ in units with $\hbar=1$. No nonzero time brings all three phase factors back together, yet a state built from the first two levels returns at $T=2\pi$. A code that compares the vectors $\psi(T)$ and $\psi(0)$ entry by entry fails in another way: it rejects a state that has returned with a different global phase. The test derived here avoids both errors: it uses only the populated levels and their energy differences.

## The gap condition

Let $H$ be a finite Hamiltonian matrix with orthonormal eigenvectors $u_k$, as many as the dimension, and real energies $E_k$. Write $a_k=\langle u_k,\psi\rangle$ for the amplitude of level $k$ in the state $\psi$. For every real $T$,

$$
e^{-iHT}\psi=c\,\psi\ \text{ for some } |c|=1
\iff
(E_j-E_k)\,T\in 2\pi\mathbb Z\ \text{ whenever } a_j\neq0 \text{ and } a_k\neq0 .
$$

For a finite, time-independent Hamiltonian, this decides when a state traces a closed path up to phase, which is the setting in which a cyclic geometric phase is defined.

## Testing for a revival after diagonalisation

With a normalised `psi`, the condition takes a few lines of NumPy:

```python
E, U = np.linalg.eigh(H)
a = U.conj().T @ psi
Ep = E[np.abs(a) > tol]
r = (Ep - Ep[0]) * T / (2 * np.pi)
miss = np.max(np.abs(r - np.round(r)))
```

Here `tol` must lie above the rounding noise in the amplitudes, since otherwise empty levels count as populated, and it must be small enough to leave at least one level. One reference level is enough, because differences of integers are integers. An exact revival of the retained levels corresponds to `miss` equal to zero; in floating point it is compared with a tolerance. An error $\delta$ in a gap becomes a phase error $\delta T$, so that tolerance has to loosen as $T$ grows.

The amplitude cutoff has a simple cost. If the discarded levels carry total probability $\varepsilon$ and the retained ones rephase exactly with common factor $c$, then $\|\psi(T)-c\psi\|\le 2\sqrt\varepsilon$. The retained part cancels in the difference, and the discarded part has norm $\sqrt\varepsilon$ in each of the two terms, so the triangle inequality gives the bound.

The condition also gives a check for a time propagator. The matrix

$$
H=\begin{pmatrix}16&-12\\-12&9\end{pmatrix}
$$

has energies $0$ and $25$, so every state must return at $T=2\pi/25$. Halfway there, the state $(1,0)$, with populations $9/25$ and $16/25$, must have overlap $9/25-16/25=-7/25$ with its initial value.

## From eigenvectors to the gap condition

Let $B$ be the matrix whose rows are the bras, $B_{ka}=\overline{(u_k)_a}$, so that $a_k=(B\psi)_k$. Orthonormality says $BB^\dagger=1$. Since $B$ is square, $B^\dagger B=1$ too, and $\psi=B^\dagger(B\psi)$: the amplitudes determine the state.

The eigenvalue equations combine into $HB^\dagger=B^\dagger D$ with $D=\mathrm{diag}(E_k)$. Hence $H=B^\dagger DB$ and

$$
e^{-iHT}=B^\dagger e^{-iDT}B,\qquad a_k(T)=e^{-iE_kT}a_k .
$$

Two phase factors $e^{-iE_jT}$ and $e^{-iE_kT}$ agree exactly when $-iE_jT=-iE_kT+2\pi i m$ for an integer $m$. Multiplying by $i$ gives $(E_j-E_k)T=-2\pi m$, an integer multiple of $2\pi$.

Suppose now that $\psi$ revives with phase $c$. Then $e^{-iE_kT}a_k=c\,a_k$ for every $k$. Where $a_k\ne0$ we may divide, so every populated level has $e^{-iE_kT}=c$, and the gap condition follows.

Conversely, assume the gap condition and pick a populated level $k$. Set $c=e^{-iE_kT}$, which has modulus one. Each populated level $j$ has the same factor, and unpopulated levels contribute zero on both sides. All amplitudes of $e^{-iHT}\psi$ and $c\psi$ agree, so the vectors agree. If no level is populated, $\psi=0$ and $c=1$ works.

Three consequences follow.

- **All states.** Every state revives at $T$ exactly when all gaps satisfy the condition. For the forward direction, apply the criterion to $B^\dagger(1,\dots,1)$, which populates every level. In dimension $N\ge1$ its normalised version has amplitudes $1/\sqrt N$; in dimension zero there is nothing to check.
- **Ladders.** If $E_k=e_0+\omega N_k$ with integers $N_k$ and $\omega\ne0$, then at $T=2\pi/\omega$ each gap gives $(E_j-E_k)T=2\pi(N_j-N_k)$. Every state revives then, though an earlier revival may exist.
- **Irrational ratios.** Suppose three levels, labelled $a,b,c$ as in the Lean theorem, are populated, $E_b\ne E_c$, and $T\ne0$ is a revival time. Then $(E_a-E_b)T=2\pi y$ and $(E_b-E_c)T=2\pi z$ with integers $y,z$ and $z\ne0$, so the gap ratio $(E_a-E_b)/(E_b-E_c)$ is $y/z$. An irrational ratio therefore rules out every nonzero revival time.

## The Lean file

```lean
import Mathlib

open Matrix

namespace ExactRevivals

noncomputable section

variable {n : Type*} [Fintype n] [DecidableEq n]

/-- The propagator `exp(-iHt)` of a Hamiltonian matrix `H`, in units with `ℏ = 1`. -/
def propagator (H : Matrix n n ℂ) (t : ℝ) : Matrix n n ℂ :=
  NormedSpace.exp ((-(Complex.I * (t : ℂ))) • H)

/-- The vectors `u k` form an orthonormal eigenbasis of `H` with real energies `E k`. -/
structure IsEigenbasis (H : Matrix n n ℂ) (u : n → n → ℂ) (E : n → ℝ) : Prop where
  orthonormal : ∀ j k, star (u j) ⬝ᵥ u k = if j = k then 1 else 0
  eigen : ∀ k, H *ᵥ u k = (E k : ℂ) • u k

/-- The amplitude `⟨u k, ψ⟩` of the level `k` in the state `ψ`. -/
def amplitude (u : n → n → ℂ) (ψ : n → ℂ) (k : n) : ℂ := star (u k) ⬝ᵥ ψ

/-- The state `ψ` revives at time `T`: it returns to itself up to a phase factor. -/
def Revives (H : Matrix n n ℂ) (ψ : n → ℂ) (T : ℝ) : Prop :=
  ∃ c : ℂ, ‖c‖ = 1 ∧ propagator H T *ᵥ ψ = c • ψ

/-- The matrix whose rows are the bras of the vectors `u k`. -/
def braMatrix (u : n → n → ℂ) : Matrix n n ℂ := Matrix.of fun k a => star (u k a)

variable {H : Matrix n n ℂ} {u : n → n → ℂ} {E : n → ℝ}

/-- The matrix of bras of an orthonormal eigenbasis times its adjoint is the identity. -/
theorem braMatrix_mul_conjTranspose (h : IsEigenbasis H u E) :
    braMatrix u * (braMatrix u)ᴴ = 1 := by
  ext j k
  rw [Matrix.mul_apply, Matrix.one_apply, ← h.orthonormal j k]
  simp [braMatrix, dotProduct, Matrix.conjTranspose_apply]

/-- Two states with the same amplitudes in an eigenbasis are equal. -/
theorem eq_of_amplitude_eq (h : IsEigenbasis H u E) {φ χ : n → ℂ}
    (hab : ∀ k, amplitude u φ k = amplitude u χ k) : φ = χ := by
  have hB : (braMatrix u)ᴴ * braMatrix u = 1 :=
    mul_eq_one_comm.mp (braMatrix_mul_conjTranspose h)
  have hv : braMatrix u *ᵥ φ = braMatrix u *ᵥ χ := funext hab
  calc φ = ((braMatrix u)ᴴ * braMatrix u) *ᵥ φ := by rw [hB, Matrix.one_mulVec]
    _ = ((braMatrix u)ᴴ * braMatrix u) *ᵥ χ := by
      rw [← Matrix.mulVec_mulVec, hv, Matrix.mulVec_mulVec]
    _ = χ := by rw [hB, Matrix.one_mulVec]

/-- Under time evolution the amplitude of level `k` is multiplied by `exp(-i E_k t)`. -/
theorem amplitude_propagator (h : IsEigenbasis H u E) (t : ℝ) (ψ : n → ℂ) (k : n) :
    amplitude u (propagator H t *ᵥ ψ) k =
      Complex.exp (-(Complex.I * (t : ℂ)) * (E k : ℂ)) * amplitude u ψ k := by
  have hB := braMatrix_mul_conjTranspose h
  have hB' : (braMatrix u)ᴴ * braMatrix u = 1 := mul_eq_one_comm.mp hB
  have hinv : ((braMatrix u)ᴴ)⁻¹ = braMatrix u := Matrix.inv_eq_right_inv hB'
  have hunit : IsUnit (braMatrix u)ᴴ := ⟨⟨(braMatrix u)ᴴ, braMatrix u, hB', hB⟩, rfl⟩
  -- the eigenvalue equations, collected in one matrix identity
  have hH : H * (braMatrix u)ᴴ = (braMatrix u)ᴴ * diagonal (fun k => (E k : ℂ)) := by
    ext a k
    have he := congrFun (h.eigen k) a
    simp only [Pi.smul_apply, smul_eq_mul, Matrix.mulVec, dotProduct] at he
    rw [Matrix.mul_diagonal, Matrix.mul_apply]
    simp only [braMatrix, Matrix.conjTranspose_apply, Matrix.of_apply, star_star]
    linear_combination he
  have hs : (-(Complex.I * (t : ℂ))) • H = (braMatrix u)ᴴ *
      diagonal (fun k => -(Complex.I * (t : ℂ)) * (E k : ℂ)) * ((braMatrix u)ᴴ)⁻¹ := by
    have hd : diagonal (fun k => -(Complex.I * (t : ℂ)) * (E k : ℂ)) =
        (-(Complex.I * (t : ℂ))) • diagonal (fun k => (E k : ℂ)) := by
      ext i j
      by_cases hij : i = j <;> simp [hij]
    rw [hinv, hd, Matrix.mul_smul, Matrix.smul_mul, ← hH, Matrix.mul_assoc, hB',
      Matrix.mul_one]
  have he : NormedSpace.exp (fun k : n => -(Complex.I * (t : ℂ)) * (E k : ℂ)) =
      fun k : n => Complex.exp (-(Complex.I * (t : ℂ)) * (E k : ℂ)) := by
    funext k
    rw [Complex.exp_eq_exp_ℂ]
    first
      | rw [Pi.exp_apply]
      | rw [NormedSpace.Pi.exp_apply]
      | simp
  -- in the eigenbasis the propagator is diagonal
  have hU : braMatrix u * propagator H t =
      diagonal (fun k => Complex.exp (-(Complex.I * (t : ℂ)) * (E k : ℂ))) *
        braMatrix u := by
    unfold propagator
    rw [hs, Matrix.exp_conj _ _ hunit, hinv, Matrix.exp_diagonal, he, ← Matrix.mul_assoc,
      ← Matrix.mul_assoc, hB, Matrix.one_mul]
  have key : ∀ φ : n → ℂ, amplitude u φ k = (braMatrix u *ᵥ φ) k := fun _ => rfl
  rw [key, key, Matrix.mulVec_mulVec, hU, ← Matrix.mulVec_mulVec, Matrix.mulVec_diagonal]

/-- Two levels of energies `a` and `b` acquire the same dynamical phase factor at time `T`
exactly when `(a - b) T` is an integer multiple of `2π`. -/
theorem phase_eq_iff (a b T : ℝ) :
    Complex.exp (-(Complex.I * (T : ℂ)) * (a : ℂ)) =
      Complex.exp (-(Complex.I * (T : ℂ)) * (b : ℂ)) ↔
    ∃ z : ℤ, (a - b) * T = 2 * Real.pi * z := by
  rw [Complex.exp_eq_exp_iff_exists_int]
  constructor
  · rintro ⟨z, hz⟩
    refine ⟨-z, ?_⟩
    have hc : ((a : ℂ) - b) * T = 2 * (Real.pi : ℂ) * ((-z : ℤ) : ℂ) := by
      push_cast
      linear_combination Complex.I * hz +
        ((T : ℂ) * (a - b) + 2 * Real.pi * z) * Complex.I_sq
    exact_mod_cast hc
  · rintro ⟨z, hz⟩
    have hc : ((a : ℂ) - b) * T = 2 * (Real.pi : ℂ) * (z : ℂ) := by exact_mod_cast hz
    refine ⟨-z, ?_⟩
    push_cast
    linear_combination (-Complex.I) * hc

/-- **Exact revivals.** A state returns to itself up to a phase at time `T` exactly when
`(E_j - E_k) T` is an integer multiple of `2π` for all levels `j`, `k` populated in it. -/
theorem revives_iff (h : IsEigenbasis H u E) (ψ : n → ℂ) (T : ℝ) :
    Revives H ψ T ↔ ∀ j k, amplitude u ψ j ≠ 0 → amplitude u ψ k ≠ 0 →
      ∃ z : ℤ, (E j - E k) * T = 2 * Real.pi * z := by
  have hsmul : ∀ (c : ℂ) (k : n), amplitude u (c • ψ) k = c * amplitude u ψ k := by
    intro c k
    simp [amplitude, dotProduct_smul]
  constructor
  · rintro ⟨c, -, hc⟩ j k hj hk
    -- every populated level carries the global phase factor `c`
    have hph : ∀ l, amplitude u ψ l ≠ 0 →
        Complex.exp (-(Complex.I * (T : ℂ)) * (E l : ℂ)) = c := by
      intro l hl
      have h1 := amplitude_propagator h T ψ l
      rw [hc, hsmul] at h1
      exact (mul_right_cancel₀ hl h1).symm
    exact (phase_eq_iff _ _ _).mp ((hph j hj).trans (hph k hk).symm)
  · intro hgap
    by_cases hex : ∃ k, amplitude u ψ k ≠ 0
    · obtain ⟨k, hk⟩ := hex
      -- the phase factor of one populated level serves for all
      refine ⟨Complex.exp (-(Complex.I * (T : ℂ)) * (E k : ℂ)), ?_, ?_⟩
      · rw [Complex.norm_exp]
        simp
      · apply eq_of_amplitude_eq h
        intro j
        rw [amplitude_propagator h, hsmul]
        by_cases hj : amplitude u ψ j = 0
        · rw [hj, mul_zero, mul_zero]
        · rw [(phase_eq_iff _ _ _).mpr (hgap j k hj hk)]
    · push Not at hex
      refine ⟨1, norm_one, eq_of_amplitude_eq h fun j => ?_⟩
      rw [amplitude_propagator h, hsmul, hex j, mul_zero, mul_zero]

/-- Every state revives at time `T` exactly when all energy gaps times `T` are integer
multiples of `2π`. -/
theorem all_revive_iff (h : IsEigenbasis H u E) (T : ℝ) :
    (∀ ψ, Revives H ψ T) ↔ ∀ j k, ∃ z : ℤ, (E j - E k) * T = 2 * Real.pi * z := by
  refine ⟨fun hall j k => ?_, fun hgap ψ => (revives_iff h ψ T).mpr fun j k _ _ => hgap j k⟩
  -- test on the state in which every level has amplitude one
  have hamp : ∀ l, amplitude u ((braMatrix u)ᴴ *ᵥ fun _ => 1) l ≠ 0 := by
    intro l
    change (braMatrix u *ᵥ ((braMatrix u)ᴴ *ᵥ fun _ => 1)) l ≠ 0
    rw [Matrix.mulVec_mulVec, braMatrix_mul_conjTranspose h, Matrix.one_mulVec]
    exact one_ne_zero
  exact (revives_iff h _ T).mp (hall _) j k (hamp j) (hamp k)

/-- If all energies are `e₀ + ω N_k` with integers `N_k`, every state revives at `2π/ω`. -/
theorem ladder_revives (h : IsEigenbasis H u E) {e₀ ω : ℝ} (hω : ω ≠ 0) (N : n → ℤ)
    (hE : ∀ k, E k = e₀ + ω * N k) (ψ : n → ℂ) : Revives H ψ (2 * Real.pi / ω) := by
  refine (all_revive_iff h _).mpr (fun j k => ⟨N j - N k, ?_⟩) ψ
  have hc : ω * (2 * Real.pi / ω) = 2 * Real.pi := mul_div_cancel₀ _ hω
  rw [hE, hE]
  push_cast
  linear_combination ((N j : ℝ) - N k) * hc

/-- A state that populates three levels whose gaps have an irrational ratio does not revive
at any nonzero time. -/
theorem not_revives_of_irrational (h : IsEigenbasis H u E) {ψ : n → ℂ} {a b c : n}
    (ha : amplitude u ψ a ≠ 0) (hb : amplitude u ψ b ≠ 0) (hc : amplitude u ψ c ≠ 0)
    (hirr : Irrational ((E a - E b) / (E b - E c))) {T : ℝ} (hT : T ≠ 0) :
    ¬ Revives H ψ T := by
  intro hrev
  obtain ⟨y, hy⟩ := (revives_iff h ψ T).mp hrev a b ha hb
  obtain ⟨z, hz⟩ := (revives_iff h ψ T).mp hrev b c hb hc
  -- a revival would make the gap ratio equal to `y / z`
  refine hirr ⟨(y : ℚ) / z, ?_⟩
  have hpi : (2 * Real.pi : ℝ) ≠ 0 := by positivity
  rw [← mul_div_mul_right (E a - E b) (E b - E c) hT, hy, hz, mul_div_mul_left _ _ hpi]
  push_cast
  rfl

/-- A two-level Hamiltonian with off-diagonal coupling `-12`, its orthonormal eigenbasis and
its energies `0` and `25`. -/
theorem isEigenbasis_witness :
    IsEigenbasis !![16, -12; -12, 9] ![![3 / 5, 4 / 5], ![-4 / 5, 3 / 5]] ![0, 25] := by
  constructor
  · have h3 : (starRingEnd ℂ) 3 = 3 := Complex.ext (by simp) (by simp)
    have h4 : (starRingEnd ℂ) 4 = 4 := Complex.ext (by simp) (by simp)
    have h5 : (starRingEnd ℂ) 5 = 5 := Complex.ext (by simp) (by simp)
    intro j k
    fin_cases j <;> fin_cases k <;> simp [dotProduct, Fin.sum_univ_succ] <;>
      norm_num [h3, h4, h5]
  · intro k
    funext a
    fin_cases k <;> fin_cases a <;>
      simp [Matrix.mulVec, dotProduct, Fin.sum_univ_succ] <;> norm_num

end

end ExactRevivals
```

```lean
#print axioms ExactRevivals.all_revive_iff
#print axioms ExactRevivals.ladder_revives
#print axioms ExactRevivals.not_revives_of_irrational
```

```
'ExactRevivals.all_revive_iff' depends on axioms: [propext, Classical.choice, Quot.sound]
'ExactRevivals.ladder_revives' depends on axioms: [propext, Classical.choice, Quot.sound]
'ExactRevivals.not_revives_of_irrational' depends on axioms: [propext, Classical.choice, Quot.sound]
```

## How the Lean statements map to the physics

The finite type `n` labels both the components of a vector and the energy levels, so the number of eigenvectors equals the dimension. In `u k a`, the first index is the level and the second the component; NumPy's `U` stores the same vectors as columns. The expression `star (u k) ⬝ᵥ ψ` conjugates the first factor, as a bra does.

`propagator H t` is the matrix exponential of $-iHt$, not a time-stepping approximation. `Revives H ψ T` says that some complex `c` of norm one satisfies the return equation.

`IsEigenbasis H u E` contains orthonormality and the eigenvalue equations. The type `E : n → ℝ` makes the energies real, and together these conditions imply that $H$ is Hermitian. The eigenbasis is a hypothesis here; for a Hermitian matrix the spectral theorem supplies one. `revives_iff` needs neither a normalised `ψ` nor a positive `T`.

## How the proof follows the derivation

`braMatrix_mul_conjTranspose` proves $BB^\dagger=1$ entry by entry. `eq_of_amplitude_eq` turns this into $B^\dagger B=1$ with `mul_eq_one_comm` and recovers a state from its amplitudes.

`amplitude_propagator` does the diagonalisation. Its step `hH` is $HB^\dagger=B^\dagger D$, and `hs` writes the exponent as a conjugated diagonal matrix. `Matrix.exp_conj` then moves the exponential inside the conjugation, and `Matrix.exp_diagonal` evaluates it on the diagonal.

`phase_eq_iff` starts from the periodicity of the complex exponential. The two `linear_combination` calls do the multiplication by $\pm i$, and the witness `-z` records the sign change seen above.

In `revives_iff`, `mul_right_cancel₀` is the division by a nonzero amplitude. The converse splits on whether any level is populated, then on whether level `j` is. `all_revive_iff` uses the all-ones test state, `ladder_revives` supplies the integer `N j - N k`, and `not_revives_of_irrational` exhibits the gap ratio as a rational number. `isEigenbasis_witness` verifies the eigenvectors $(3/5,4/5)$ and $(-4/5,3/5)$ of the two-level matrix used above.

## Limits for simulation codes

The theorems concern exact arithmetic, a finite matrix and a time-independent Hamiltonian. The tolerances, the cutoff estimate and the NumPy fragment rest on the ordinary arguments given with them, not on the Lean file.

A truncated basis is covered as the finite matrix it is; whether its revivals persist in the untruncated system is a separate question. In a non-orthogonal basis with an overlap matrix, the theorems do not apply directly to the coefficient vectors; transforming the problem to an orthonormal basis first is one way to use them.

The irrational-ratio theorem excludes exact return only. It sets no upper bound below one on the return probability, so a plot may still show peaks very close to one.
